# Upward recursion for spherical Bessel functions amplifies an error in $j_1$ factorially at small argument

In a plane-wave calculation with PAW or ultrasoft pseudopotentials, projectors and augmentation charges are usually given on radial grids around the atoms and are often transformed to reciprocal space. A function with angular momentum $l$ and radial part $p(r)$ contributes an integral of the form $\int r^2 j_l(qr)\,p(r)\,dr$, where $q$ is the length of a wave vector and $j_l$ is the spherical Bessel function of order $l$. In a large cell the shortest nonzero wave vectors are so small that $x=qr$ is well below 1 throughout the augmentation sphere. The functions $j_0$ and $j_1$ have simple closed forms, and a three-term recursion supplies the higher orders. The question is what this recursion does to a rounding error in $j_1$ when $x$ is small.

## Factorial bounds on the error

At fixed $x>0$, upward recursion computes a sequence $f_0,f_1,f_2,\dots$ by

$$f_{l+2}=\frac{2l+3}{x}\,f_{l+1}-f_l .$$

Let $e_l$ be the error at order $l$, with $e_0=0$ and $e_1=d\ge 0$, and let all later steps be carried out without further rounding. If $x^2\le 2$, then for every $l\ge 1$

$$d\,(l-1)!\left(\frac{2}{x}\right)^{l-1}\le e_l\le d\;l!\left(\frac{2}{x}\right)^{l-1}.$$

The range $0<x\le 1$ is included. The two bounds differ by a factor $l$ and coincide at $l=1$.

An error can also enter later. Let two sequences $f$ and $g$ obey the recursion at the same $x$ for all $l\ge m$ and agree at order $m$, with $x^2\le 2(m+1)$. Then for every $k\ge 0$

$$|g_{m+k+1}-f_{m+k+1}|\ \ge\ |g_{m+1}-f_{m+1}|\;\frac{(m+k)!}{m!}\left(\frac{2}{x}\right)^{k}.$$

The admissible range of $x$ thus widens as the order at which the error enters rises.

## The error in $j_4$ and $j_6$ at $x=0.1$

Augmentation charges are built from products of two partial waves, so their angular momentum reaches 4 for partial waves with $l=2$ and 6 for partial waves with $l=3$. Take $q=0.1$ and $r=1$ in atomic units, which gives $x=0.1$. The recursion starts from

$$j_0(x)=\frac{\sin x}{x},\qquad j_1(x)=\frac{\sin x}{x^2}-\frac{\cos x}{x}.$$

The two terms of $j_1$ are both close to 10, while their difference is about $0.033$. In double precision, numbers near 10 are spaced by about $2\times10^{-15}$, so an absolute error $d=10^{-15}$ in $j_1$ is realistic.

With $j_0$ taken as exact, the error then runs through $e_2=30\,d$, $e_3=1499\,d$ and $e_4=104900\,d\approx1.0\times10^{-10}$. The correct value is $j_4(0.1)\approx1.06\times10^{-7}$, so a relative error of about $3\times10^{-14}$ in $j_1$ has become one of about $10^{-3}$. Two orders later the error is about $1.0\times10^{-6}$, while $j_6(0.1)\approx7.4\times10^{-12}$. The computed $j_6$ then consists almost entirely of error.

The bounds place $e_4$ between $48000\,d$ and $192000\,d$. For electronic-structure codes the result therefore limits the use of upward recursion at small $qr$, within a model that follows one error at one fixed argument.

## From linearity to the factorial

Let $e_l=g_l-f_l$. Subtracting the recursion for $f$ from that for $g$ gives

$$e_{l+2}=\frac{2l+3}{x}\,e_{l+1}-e_l ,$$

so the error obeys the same recursion. Assume $e_m=0$, $e_{m+1}\ge0$, $x>0$ and $x^2\le2(m+1)$.

**Growth in one step.** For every $k\ge0$,

$$e_{m+k+1}\ge0\quad\text{and}\quad e_{m+k+2}\ge\frac{2(m+k+1)}{x}\,e_{m+k+1}.$$

For $k=0$ the recursion gives $e_{m+2}=\frac{2m+3}{x}e_{m+1}$, because $e_m=0$. This exceeds $\frac{2(m+1)}{x}e_{m+1}$ by $e_{m+1}/x\ge0$.

Suppose the claim holds for $k$. Then $e_{m+k+2}\ge0$, and the next error is

$$e_{m+k+3}=\frac{2(m+k+1)+3}{x}\,e_{m+k+2}-e_{m+k+1}.$$

Since $2(m+k+1)+3=2(m+k+2)+1$, this can be written as

$$e_{m+k+3}-\frac{2(m+k+2)}{x}\,e_{m+k+2}=\frac{e_{m+k+2}}{x}-e_{m+k+1}.$$

The right-hand side has to be nonnegative. From $x^2\le2(m+1)\le2(m+k+1)$ follows $x\le 2(m+k+1)/x$. Together with the claim for $k$ this gives

$$x\,e_{m+k+1}\le\frac{2(m+k+1)}{x}\,e_{m+k+1}\le e_{m+k+2},$$

and division by $x$ completes the induction.

**Lower bound.** Multiplying the first $k$ growth factors gives

$$\prod_{i=0}^{k-1}\frac{2(m+i+1)}{x}=\frac{(m+k)!}{m!}\left(\frac2x\right)^k .$$

**Upper bound.** The error $e_{m+k}$ is nonnegative: it vanishes for $k=0$, and the growth claim covers $k\ge1$. Dropping it from the recursion and enlarging the coefficient gives

$$e_{m+k+2}\le\frac{2(m+k)+3}{x}\,e_{m+k+1}\le\frac{2(m+k+2)}{x}\,e_{m+k+1}.$$

The product of the first $k$ of these factors is $\frac{(m+k+1)!}{(m+1)!}(2/x)^k$.

**Sign and special case.** If $e_{m+1}$ is negative, exchanging $f$ and $g$ makes it positive and leaves all absolute differences unchanged. Setting $m=0$ and $l=k+1$ gives the two-sided bound for an error in $j_1$.

## The Lean file

```lean
import Mathlib

open scoped Nat

namespace SphericalBesselUpwardError

noncomputable section

/-- The upward recursion `f_(l+2) = ((2l+3)/x) f_(l+1) - f_l` of the spherical Bessel
functions at a fixed argument `x ≠ 0`. -/
def IsUpward (x : ℝ) (f : ℕ → ℝ) : Prop :=
  ∀ l : ℕ, f (l + 2) = (2 * (l : ℝ) + 3) / x * f (l + 1) - f l

/-- The sequence produced by upward recursion at argument `x ≠ 0` from the values `a` at
order 0 and `b` at order 1. -/
def run (x a b : ℝ) : ℕ → ℝ
  | 0 => a
  | 1 => b
  | l + 2 => (2 * (l : ℝ) + 3) / x * run x a b (l + 1) - run x a b l

/-- The sequence `run x a b` obeys the upward recursion. -/
theorem run_witness (x a b : ℝ) : IsUpward x (run x a b) :=
  fun _ => rfl

/-- The difference of two sequences that obey the upward recursion obeys it as well. -/
theorem IsUpward.error {x : ℝ} {f g : ℕ → ℝ} (hf : IsUpward x f) (hg : IsUpward x g) :
    IsUpward x (fun l => g l - f l) := by
  intro l
  change g (l + 2) - f (l + 2) =
    (2 * (l : ℝ) + 3) / x * (g (l + 1) - f (l + 1)) - (g l - f l)
  rw [hg l, hf l]
  ring

/-- Let an error that obeys the upward recursion at `x > 0` vanish at order `m` and be nonnegative
at order `m+1`, with `x² ≤ 2(m+1)`. Then it stays nonnegative, and the step from order `l = m+k+1`
to the next multiplies it by at least `2l/x`. -/
theorem step_growth {x : ℝ} {e : ℕ → ℝ} {m : ℕ} (h : IsUpward x e) (hx : 0 < x)
    (hxm : x ^ 2 ≤ 2 * ((m : ℝ) + 1)) (h0 : e m = 0) (h1 : 0 ≤ e (m + 1)) (k : ℕ) :
    0 ≤ e (m + k + 1) ∧
      2 * ((m : ℝ) + k + 1) / x * e (m + k + 1) ≤ e (m + k + 2) := by
  induction k with
  | zero =>
    have r := h m
    rw [h0] at r
    have hE : 0 ≤ e (m + 1) / x := div_nonneg h1 hx.le
    refine ⟨h1, ?_⟩
    change 2 * ((m : ℝ) + ((0 : ℕ) : ℝ) + 1) / x * e (m + 1) ≤ e (m + 2)
    rw [r]
    refine le_of_sub_nonneg ?_
    convert hE using 1
    push_cast
    ring
  | succ k ih =>
    obtain ⟨ha, hab⟩ := ih
    have hk : (0 : ℝ) ≤ k := Nat.cast_nonneg k
    have hb : 0 ≤ e (m + k + 2) := le_trans (by positivity) hab
    have r : e (m + k + 3) =
        (2 * ((m : ℝ) + k + 1) + 3) / x * e (m + k + 2) - e (m + k + 1) := by
      have := h (m + k + 1)
      push_cast at this
      exact this
    -- the subtracted term `e (m + k + 1)` is at most `e (m + k + 2) / x`
    have hxx : x ≤ 2 * ((m : ℝ) + k + 1) / x := by
      rw [le_div_iff₀ hx]
      nlinarith
    have hsub : e (m + k + 1) ≤ e (m + k + 2) / x := by
      rw [le_div_iff₀ hx, mul_comm]
      exact le_trans (mul_le_mul_of_nonneg_right hxx ha) hab
    refine ⟨hb, ?_⟩
    change 2 * ((m : ℝ) + ((k + 1 : ℕ) : ℝ) + 1) / x * e (m + k + 2) ≤ e (m + k + 3)
    rw [r]
    refine le_of_sub_nonneg ?_
    convert sub_nonneg.mpr hsub using 1
    push_cast
    ring

/-- An error that obeys the upward recursion at `x`, vanishes at order `m` and is nonnegative at
order `m+1` grows in `k` further steps at least by the factor `((m+k)!/m!) (2/x)^k`, if `x > 0` and
`x² ≤ 2(m+1)`. -/
theorem error_lower {x : ℝ} {e : ℕ → ℝ} {m : ℕ} (h : IsUpward x e) (hx : 0 < x)
    (hxm : x ^ 2 ≤ 2 * ((m : ℝ) + 1)) (h0 : e m = 0) (h1 : 0 ≤ e (m + 1)) (k : ℕ) :
    e (m + 1) * (((m + k)! : ℝ) / (m ! : ℝ)) * (2 / x) ^ k ≤ e (m + k + 1) := by
  induction k with
  | zero =>
    have hm : (m ! : ℝ) ≠ 0 := Nat.cast_ne_zero.mpr (Nat.factorial_ne_zero m)
    simp [hm]
  | succ k ih =>
    calc e (m + 1) * (((m + (k + 1))! : ℝ) / (m ! : ℝ)) * (2 / x) ^ (k + 1)
        = 2 * ((m : ℝ) + k + 1) / x *
            (e (m + 1) * (((m + k)! : ℝ) / (m ! : ℝ)) * (2 / x) ^ k) := by
          rw [← Nat.add_assoc, Nat.factorial_succ]
          push_cast
          ring
      _ ≤ 2 * ((m : ℝ) + k + 1) / x * e (m + k + 1) :=
          mul_le_mul_of_nonneg_left ih (by positivity)
      _ ≤ e (m + (k + 1) + 1) := (step_growth h hx hxm h0 h1 k).2

/-- An error that obeys the upward recursion at `x`, vanishes at order `m` and is nonnegative at
order `m+1` grows in `k` further steps at most by the factor `((m+k+1)!/(m+1)!) (2/x)^k`, if `x > 0`
and `x² ≤ 2(m+1)`. -/
theorem error_upper {x : ℝ} {e : ℕ → ℝ} {m : ℕ} (h : IsUpward x e) (hx : 0 < x)
    (hxm : x ^ 2 ≤ 2 * ((m : ℝ) + 1)) (h0 : e m = 0) (h1 : 0 ≤ e (m + 1)) (k : ℕ) :
    e (m + k + 1) ≤
      e (m + 1) * (((m + k + 1)! : ℝ) / ((m + 1)! : ℝ)) * (2 / x) ^ k := by
  induction k with
  | zero =>
    have hm : ((m + 1)! : ℝ) ≠ 0 := Nat.cast_ne_zero.mpr (Nat.factorial_ne_zero _)
    simp [hm]
  | succ k ih =>
    have hprev : 0 ≤ e (m + k) := by
      cases k with
      | zero => exact h0.ge
      | succ j => exact (step_growth h hx hxm h0 h1 j).1
    have hcur : 0 ≤ e (m + k + 1) / x :=
      div_nonneg (step_growth h hx hxm h0 h1 k).1 hx.le
    have r := h (m + k)
    push_cast at r
    calc e (m + (k + 1) + 1)
        = (2 * ((m : ℝ) + k) + 3) / x * e (m + k + 1) - e (m + k) := r
      _ ≤ 2 * ((m : ℝ) + k + 2) / x * e (m + k + 1) := by
          -- drop the subtracted term and round `2(m+k)+3` up to `2(m+k)+4`
          have key : 2 * ((m : ℝ) + k + 2) / x * e (m + k + 1) =
              ((2 * ((m : ℝ) + k) + 3) / x * e (m + k + 1) - e (m + k)) +
                (e (m + k + 1) / x + e (m + k)) := by ring
          rw [key]
          exact le_add_of_nonneg_right (add_nonneg hcur hprev)
      _ ≤ 2 * ((m : ℝ) + k + 2) / x *
            (e (m + 1) * (((m + k + 1)! : ℝ) / ((m + 1)! : ℝ)) * (2 / x) ^ k) :=
          mul_le_mul_of_nonneg_left ih (by positivity)
      _ = e (m + 1) * (((m + (k + 1) + 1)! : ℝ) / ((m + 1)! : ℝ)) * (2 / x) ^ (k + 1) := by
          rw [← Nat.add_assoc, Nat.factorial_succ (m + k + 1)]
          push_cast
          ring

/-- Two upward recursions at the same `x > 0` agree at order `m`, where `x² ≤ 2(m+1)`.
Their distance at order `m+1` is amplified in `k` further steps at least by the factor
`((m+k)!/m!) (2/x)^k`. -/
theorem rounding_error_amplified {x : ℝ} {f g : ℕ → ℝ} {m : ℕ} (hf : IsUpward x f)
    (hg : IsUpward x g) (hx : 0 < x) (hxm : x ^ 2 ≤ 2 * ((m : ℝ) + 1))
    (h0 : g m = f m) (k : ℕ) :
    |g (m + 1) - f (m + 1)| * (((m + k)! : ℝ) / (m ! : ℝ)) * (2 / x) ^ k ≤
      |g (m + k + 1) - f (m + k + 1)| := by
  -- exchange the two runs if the initial error is negative
  rcases le_total (f (m + 1)) (g (m + 1)) with hs | hs
  · rw [abs_of_nonneg (sub_nonneg.mpr hs)]
    exact le_trans (error_lower (hf.error hg) hx hxm (sub_eq_zero.mpr h0)
      (sub_nonneg.mpr hs) k) (le_abs_self _)
  · rw [abs_sub_comm (g (m + 1)), abs_sub_comm (g (m + k + 1)),
      abs_of_nonneg (sub_nonneg.mpr hs)]
    exact le_trans (error_lower (hg.error hf) hx hxm (sub_eq_zero.mpr h0.symm)
      (sub_nonneg.mpr hs) k) (le_abs_self _)

/-- For `x > 0` with `x² ≤ 2`, an error `d ≥ 0` made at order 1, with none at order 0, and carried
on by the upward recursion at `x` lies at every order `l ≥ 1` between `d (l-1)! (2/x)^(l-1)` and
`d l! (2/x)^(l-1)`. -/
theorem error_from_order_one {x d : ℝ} {e : ℕ → ℝ} (h : IsUpward x e) (hx : 0 < x)
    (hx2 : x ^ 2 ≤ 2) (hd : 0 ≤ d) (h0 : e 0 = 0) (h1 : e 1 = d) {l : ℕ} (hl : 1 ≤ l) :
    d * ((l - 1)! : ℝ) * (2 / x) ^ (l - 1) ≤ e l ∧
      e l ≤ d * (l ! : ℝ) * (2 / x) ^ (l - 1) := by
  obtain ⟨k, rfl⟩ : ∃ k, l = k + 1 := ⟨l - 1, by omega⟩
  have hxm : x ^ 2 ≤ 2 * (((0 : ℕ) : ℝ) + 1) := by
    push_cast
    linarith
  have hd1 : 0 ≤ e (0 + 1) := hd.trans_eq h1.symm
  have A := error_lower h hx hxm h0 hd1 k
  have B := error_upper h hx hxm h0 hd1 k
  simp only [zero_add, Nat.factorial_zero, Nat.factorial_one, Nat.cast_one, div_one, h1] at A B
  simp only [Nat.add_sub_cancel]
  exact ⟨A, B⟩

/-- At `x = 3` the upward recursion turns a unit error made at order 1, with none at order 0, into
an error at order 3 that is smaller than `2! (2/3)²`. -/
theorem lower_bound_fails_at_three : run 3 0 1 3 < (2 ! : ℝ) * (2 / 3) ^ 2 := by
  norm_num [run, Nat.factorial]

end

end SphericalBesselUpwardError
```

```lean
#print axioms SphericalBesselUpwardError.rounding_error_amplified
#print axioms SphericalBesselUpwardError.error_from_order_one
#print axioms SphericalBesselUpwardError.lower_bound_fails_at_three
```

```
'SphericalBesselUpwardError.rounding_error_amplified' depends on axioms: [propext, Classical.choice, Quot.sound]
'SphericalBesselUpwardError.error_from_order_one' depends on axioms: [propext, Classical.choice, Quot.sound]
'SphericalBesselUpwardError.lower_bound_fails_at_three' depends on axioms: [propext, Classical.choice, Quot.sound]
```

## Two sequences that agree at order $m$

A sequence of function values at one argument is a Lean function `f : ℕ → ℝ`, whose natural-number input is the order. The proposition `IsUpward x f` says that `f` obeys the recursion at `x` for all orders. The function `run x a b` carries the recursion out from the value `a` at order 0 and `b` at order 1, and `run_witness` states that its output satisfies `IsUpward`. In particular, `run x 0 d` is the error sequence of the $j_1$ problem.

In `rounding_error_amplified`, `f` can be read as the ideal run and `g`, from order $m$ on, as the perturbed one. The hypothesis `h0 : g m = f m` says that they agree at order $m$, and `hxm` is the condition $x^2\le2(m+1)$. The variable `k` counts the steps after the error has entered. The conclusion is the lower bound on the absolute difference, for an initial error of either sign.

For $m\ge1$ one point needs care. `IsUpward` asks for the recursion at all orders, whereas a run disturbed at order $m+1$ breaks it at that one step. The theorem still applies if the entries of `g` below order $m$ are replaced by those that the recursion gives when it is solved downward, $g_l=\frac{2l+3}{x}\,g_{l+1}-g_{l+2}$. This changes nothing in the conclusion, which involves only orders above $m$.

The theorem `error_from_order_one` takes the error sequence `e` itself, with `e 0 = 0`, `e 1 = d` and `0 ≤ d`, and gives both bounds for every `l` with `1 ≤ l`.

## Induction on the number of steps

The lemma `IsUpward.error` is the linearity argument: it rewrites with both recursions and leaves an identity to `ring`.

The analytic work is in `step_growth`, an induction on `k` that proves nonnegativity and growth together. In both cases `le_of_sub_nonneg` turns the inequality into the nonnegativity of a difference, which `convert` and `ring` identify with $e_{m+1}/x$ or with $e_{m+k+2}/x-e_{m+k+1}$. The intermediate result `hxx` is $x\le2(m+k+1)/x$, where `nlinarith` uses the condition on $x^2$, and `hsub` is the resulting bound on the subtracted term.

The lemmas `error_lower` and `error_upper` multiply the one-step estimates. Each `calc` chain splits one factor off the factorial, applies the induction hypothesis and then the estimate for a single step, in the order that suits the direction of the inequality. In `error_upper`, the equation `key` displays the two nonnegative amounts by which the simpler coefficient overestimates the next error.

The proof of `rounding_error_amplified` uses `le_total` to find out which run is larger at order $m+1$ and applies `error_lower` to the difference taken in the positive sense. For `error_from_order_one`, the order is written as `k + 1` and the two general bounds are used with $m=0$.

## One error, real numbers and a bounded argument

The theorems guarantee the growth of a single disagreement under a recursion over the real numbers. They do not model floating-point arithmetic, in which every step adds a rounding error. By linearity each such error propagates separately, but several of them may partly cancel, and the lower bound makes no statement about their sum.

Agreement at order $m$ matters for a similar reason. If both starting values carry the same relative error, the whole sequence is merely rescaled and its relative error stays constant. Amplification of the relative error needs a disturbance that changes the ratio of the two starting values, as an error in $j_1$ alone does.

The file works with arbitrary sequences that obey the recursion and does not define $j_l$. The link to spherical Bessel functions is their standard recurrence relation, which enters as the hypothesis `IsUpward`. The bounds concern the absolute error; the relative errors quoted for $x=0.1$ also use the size of $j_l$ there.

Some restriction on the argument is necessary, because the lower bound does not hold for all $x>0$. At $x=3$ a unit error at order 1 becomes 1 at order 2 and $\frac53-1=\frac23$ at order 3, whereas the bound would require at least $2!\,(2/3)^2=\frac89$. This is `lower_bound_fails_at_three`, which `norm_num` proves by evaluating `run`. The example does not show that $x^2\le2$ is the largest possible range for an error in $j_1$.
